# The Wilson-loop spectrum is independent of the base point and agrees with that of the projector loop away from zero

## Frames, links and ordered products

Let $U_j$, for $j = 0, 1, 2, \dots$, be complex $n \times m$ matrices. The columns of $U_j$ are $m$ band states at the $j$-th point of a discretised path in reciprocal space, written in a fixed orthonormal basis of $n$ orbitals. The path is a closed loop of $N$ points when $U_{j+N} = U_j$ for every $j$. The frame is orthonormal when $U_j^\dagger U_j = 1$.

In Lean, `n` and `m` are finite index types, and the numbers $n$ and $m$ are their cardinalities, `Fintype.card n` and `Fintype.card m`. The conjugate transpose is written `ᴴ`, and `*ᵥ` applies a matrix to a vector.

```lean
import Mathlib

open Matrix Polynomial

namespace WilsonProjectorLoop

noncomputable section

variable {n m : Type*} [Fintype n] [DecidableEq n] [Fintype m] [DecidableEq m]
```

The link between neighbouring points is the $m \times m$ overlap matrix

$$L_j = U_j^\dagger U_{j+1}, \qquad (L_j)_{pq} = \langle u_{p,j} | u_{q,j+1} \rangle,$$

where $u_{p,j}$ is the $p$-th column of $U_j$.

```lean
/-- The overlap matrix between the frames at neighbouring points `j` and `j + 1`. -/
def link (U : ℕ → Matrix n m ℂ) (j : ℕ) : Matrix m m ℂ := (U j)ᴴ * U (j + 1)
```

The Wilson line of $k$ links from the point $a$ is ordered from left to right,

$$W_{a,k} = L_a L_{a+1} \cdots L_{a+k-1}, \qquad W_{a,0} = 1.$$

On a closed loop, $W_{a,N}$ is the Wilson loop with base point $a$. The links are used as they are, without being replaced by their unitary parts, so $W_{a,N}$ need not be unitary.

```lean
/-- The ordered product of `k` successive overlap matrices, starting at the point `a`. -/
def wilson (U : ℕ → Matrix n m ℂ) (a : ℕ) : ℕ → Matrix m m ℂ
  | 0 => 1
  | k + 1 => wilson U a k * link U (a + k)
```

On the full orbital space, each frame defines the $n \times n$ operator $P_j = U_j U_j^\dagger$.

```lean
/-- The operator `U Uᴴ` built from the frame at the point `j`. -/
def bandProj (U : ℕ → Matrix n m ℂ) (j : ℕ) : Matrix n n ℂ := U j * (U j)ᴴ
```

The corresponding ordered product is

$$Q_{a,k} = P_a P_{a+1} \cdots P_{a+k-1}, \qquad Q_{a,0} = 1.$$

```lean
/-- The ordered product of `k` successive operators `U Uᴴ`, starting at the point `a`. -/
def projProd (U : ℕ → Matrix n m ℂ) (a : ℕ) : ℕ → Matrix n n ℂ
  | 0 => 1
  | k + 1 => projProd U a k * bandProj U (a + k)
```

If the frame is orthonormal, $P_j$ is the orthogonal projector onto the span of the band states. It is Hermitian by construction, and

$$P_j^2 = U_j (U_j^\dagger U_j) U_j^\dagger = U_j U_j^\dagger = P_j.$$

In that case $Q_{a,N}$ is the projector loop. The spectral identities below do not need orthonormality; apart from the next theorem, only the two theorems on eigenvectors assume it.

```lean
omit [DecidableEq n] in
/-- For an orthonormal frame, `U Uᴴ` is an orthogonal projector: Hermitian and idempotent. -/
theorem bandProj_projector (U : ℕ → Matrix n m ℂ) (j : ℕ) (ho : (U j)ᴴ * U j = 1) :
    (bandProj U j)ᴴ = bandProj U j ∧ bandProj U j * bandProj U j = bandProj U j := by
  unfold bandProj
  constructor
  · rw [Matrix.conjTranspose_mul, Matrix.conjTranspose_conjTranspose]
  · rw [Matrix.mul_assoc, ← Matrix.mul_assoc (U j)ᴴ, ho, Matrix.one_mul]
```

Take an isolated group of non-interacting bands in a finite tight-binding basis, with orthonormal frames, and let the loop cross the Brillouin zone once along a primitive reciprocal lattice vector. The phases of the nonzero eigenvalues of $W_{a,N}$, divided by $2\pi$, then give a discretised estimate of the hybrid Wannier centres in units of the lattice period, up to a sign and modulo one, with every orbital counted as sitting at the origin of its unit cell. The results below say that this estimate does not depend on where the loop is started, and that the small $m \times m$ matrix carries the same nonzero spectrum as the $n \times n$ projector loop.

The closure condition is literal equality of matrices. It fits a tight-binding Hamiltonian that is periodic in reciprocal space, with the same frame chosen at both ends of the loop. In a plane-wave expansion the two end frames are related by a shift by a reciprocal lattice vector, which would have to enter the last link; that case is not treated, and neither are changes of gauge $U_j \to U_j V_j$.

## Moving the base point

The Wilson line is defined by adding links on the right. To move the base point, the first link has to be separated on the left:

$$W_{a,k+1} = L_a W_{a+1,k}.$$

For $k = 0$ both sides are $L_a$. If the identity holds for $k$, multiplying it on the right by $L_{a+k+1}$ gives it for $k+1$. The Lean induction does the same, with `e` identifying the two ways of writing the last index.

```lean
omit [DecidableEq n] in
/-- The first overlap matrix can be split off a Wilson line. -/
theorem wilson_peel (U : ℕ → Matrix n m ℂ) (a k : ℕ) :
    wilson U a (k + 1) = link U a * wilson U (a + 1) k := by
  induction k with
  | zero => simp [wilson]
  | succ k ih =>
    have e : a + 1 + k = a + (k + 1) := by omega
    change wilson U a (k + 1) * link U (a + (k + 1)) =
      link U a * (wilson U (a + 1) k * link U (a + 1 + k))
    rw [ih, e, Matrix.mul_assoc]
```

Write $\chi(A) = \det(X 1 - A)$ for the characteristic polynomial. For $N = k+1$ and a closed loop, $L_{c+N} = L_c$, so

$$W_{c,N} = L_c W_{c+1,k}, \qquad W_{c+1,N} = W_{c+1,k} L_{c+N} = W_{c+1,k} L_c .$$

The two loops contain the same two square factors in opposite order. Since $\chi(AB) = \chi(BA)$, they have the same characteristic polynomial. Repeating the step connects every base point to $0$, and therefore any two base points to each other.

In the proof, `step` is the cyclic exchange and `base` is the repetition. The theorem includes $N = 0$, where both sides are the characteristic polynomial of the identity.

```lean
omit [DecidableEq n] in
/-- The characteristic polynomial of the Wilson loop is the same for every base point. -/
theorem wilson_charpoly_basepoint (U : ℕ → Matrix n m ℂ) (N : ℕ)
    (hU : ∀ j, U (j + N) = U j) (a b : ℕ) :
    (wilson U a N).charpoly = (wilson U b N).charpoly := by
  -- moving the base point by one step permutes two factors cyclically
  have step : ∀ c, (wilson U (c + 1) N).charpoly = (wilson U c N).charpoly := by
    intro c
    cases N with
    | zero => rfl
    | succ k =>
      have h1 : U (c + 1 + k) = U c :=
        (congrArg U (by omega : c + 1 + k = c + (k + 1))).trans (hU c)
      have h2 : U (c + 1 + k + 1) = U (c + 1) := hU (c + 1)
      have h : link U (c + 1 + k) = link U c := by
        unfold link
        rw [h1, h2]
      rw [wilson_peel U c k]
      change (wilson U (c + 1) k * link U (c + 1 + k)).charpoly = _
      rw [h, Matrix.charpoly_mul_comm]
  have base : ∀ c, (wilson U c N).charpoly = (wilson U 0 N).charpoly := by
    intro c
    induction c with
    | zero => rfl
    | succ c ih => exact (step c).trans ih
  exact (base a).trans (base b).symm
```

## Passing from the band space to the orbital space

The frames carry the Wilson line into the product of the $P_j$:

$$U_a W_{a,k} = Q_{a,k} U_{a+k}.$$

For $k = 0$ both sides are $U_a$. The induction step only regroups factors:

$$U_a W_{a,k+1} = (U_a W_{a,k}) U_{a+k}^\dagger U_{a+k+1} = Q_{a,k} U_{a+k} U_{a+k}^\dagger U_{a+k+1} = Q_{a,k+1} U_{a+k+1}.$$

Neither closure nor orthonormality is used.

```lean
/-- The frames intertwine the Wilson line with the product of the operators `U Uᴴ`. -/
theorem frame_intertwines (U : ℕ → Matrix n m ℂ) (a k : ℕ) :
    U a * wilson U a k = projProd U a k * U (a + k) := by
  induction k with
  | zero => simp [wilson, projProd]
  | succ k ih =>
    change U a * (wilson U a k * ((U (a + k))ᴴ * U (a + k + 1))) =
      projProd U a k * (U (a + k) * (U (a + k))ᴴ) * U (a + k + 1)
    rw [← Matrix.mul_assoc (U a), ih]
    simp only [Matrix.mul_assoc]
```

Consequently a non-empty product of the $P_j$ has $U_a$ as its left factor:

$$Q_{a,k+1} = Q_{a,k} U_{a+k} U_{a+k}^\dagger = U_a Z, \qquad Z = W_{a,k} U_{a+k}^\dagger,$$

where $Z$ is an $m \times n$ matrix.

```lean
/-- A non-empty product of the operators `U Uᴴ` factors through the first frame. -/
theorem projProd_factor (U : ℕ → Matrix n m ℂ) (a k : ℕ) :
    projProd U a (k + 1) = U a * (wilson U a k * (U (a + k))ᴴ) := by
  change projProd U a k * (U (a + k) * (U (a + k))ᴴ) = _
  rw [← Matrix.mul_assoc, ← frame_intertwines, Matrix.mul_assoc]
```

Now let the loop close after $N = k+1$ steps, so that $U_{a+k+1} = U_a$. Then

$$W_{a,N} = W_{a,k} U_{a+k}^\dagger U_{a+k+1} = Z U_a, \qquad Q_{a,N} = U_a Z .$$

It remains to compare $\chi(AB)$ with $\chi(BA)$ for an $n \times m$ matrix $A$ and an $m \times n$ matrix $B$. Evaluating one block determinant in two ways gives

$$\det \begin{pmatrix} X 1_n & A \\ B & 1_m \end{pmatrix} = \det(X 1_n - AB) = X^n \det(1_m - X^{-1} BA) = X^{n-m} \chi(BA).$$

Multiplication by $X^m$ yields $X^m \chi(AB) = X^n \chi(BA)$. With $A = U_a$ and $B = Z$, and with the Wilson loop moved to any base point $b$, the result is

$$X^m \chi(Q_{a,N}) = X^n \chi(W_{b,N}) \qquad (N \ge 1).$$

The Lean proof first moves $b$ to $a$, then establishes $W_{a,N} = Z U_a$ as `hW`, and finishes with Mathlib's rectangular identity `Matrix.charpoly_mul_comm'`.

```lean
/-- On a closed loop the characteristic polynomials of the product of the `U Uᴴ` and of the
Wilson loop agree up to powers of `X`, whatever the two base points. -/
theorem charpoly_projector_loop (U : ℕ → Matrix n m ℂ) (N : ℕ) (hN : 0 < N)
    (hU : ∀ j, U (j + N) = U j) (a b : ℕ) :
    (X : ℂ[X]) ^ Fintype.card m * (projProd U a N).charpoly =
      X ^ Fintype.card n * (wilson U b N).charpoly := by
  rw [wilson_charpoly_basepoint U N hU b a]
  obtain ⟨k, rfl⟩ : ∃ k, N = k + 1 := ⟨N - 1, by omega⟩
  -- closing the loop exhibits the Wilson loop as the same factors in the other order
  have hW : wilson U a (k + 1) = (wilson U a k * (U (a + k))ᴴ) * U a := by
    change wilson U a k * ((U (a + k))ᴴ * U (a + k + 1)) = _
    rw [show U (a + k + 1) = U a from hU a, Matrix.mul_assoc]
  rw [projProd_factor, hW]
  exact Matrix.charpoly_mul_comm' _ _
```

## Multiplicities of the eigenvalues

The algebraic multiplicity of an eigenvalue $z$ is its multiplicity as a root of the characteristic polynomial, `rootMultiplicity z`. Root multiplicities add when nonzero polynomials are multiplied. At $z \ne 0$ the factors $X^m$ and $X^n$ contribute nothing, so the multiplicities of $z$ in $Q_{a,N}$ and $W_{b,N}$ are equal. At $z = 0$ they contribute $m$ and $n$, so

$$m + \mathrm{mult}_0(Q_{a,N}) = n + \mathrm{mult}_0(W_{b,N}).$$

For orthonormal frames $m \le n$, and the projector loop has $n - m$ additional zeros. In the proof, `key` is the addition rule applied to both sides of the polynomial identity, and the two forms of `hX` evaluate the powers of $X$.

```lean
/-- On a closed loop every nonzero eigenvalue has the same algebraic multiplicity in the product
of the `U Uᴴ` and in the Wilson loop; the multiplicities of zero differ by the difference of the
dimensions `n` and `m`. -/
theorem eigenvalue_multiplicities (U : ℕ → Matrix n m ℂ) (N : ℕ) (hN : 0 < N)
    (hU : ∀ j, U (j + N) = U j) (a b : ℕ) :
    (∀ z : ℂ, z ≠ 0 → (projProd U a N).charpoly.rootMultiplicity z =
      (wilson U b N).charpoly.rootMultiplicity z) ∧
    Fintype.card m + (projProd U a N).charpoly.rootMultiplicity 0 =
      Fintype.card n + (wilson U b N).charpoly.rootMultiplicity 0 := by
  have key : ∀ z : ℂ,
      rootMultiplicity z ((X : ℂ[X]) ^ Fintype.card m) +
        (projProd U a N).charpoly.rootMultiplicity z =
      rootMultiplicity z ((X : ℂ[X]) ^ Fintype.card n) +
        (wilson U b N).charpoly.rootMultiplicity z := by
    intro z
    have h := congrArg (rootMultiplicity z) (charpoly_projector_loop U N hN hU a b)
    rwa [rootMultiplicity_mul (mul_ne_zero (pow_ne_zero _ X_ne_zero)
        (Matrix.charpoly_monic _).ne_zero),
      rootMultiplicity_mul (mul_ne_zero (pow_ne_zero _ X_ne_zero)
        (Matrix.charpoly_monic _).ne_zero)] at h
  constructor
  · intro z hz
    have hX : ∀ d : ℕ, rootMultiplicity z ((X : ℂ[X]) ^ d) = 0 := fun d =>
      rootMultiplicity_eq_zero (by
        rw [IsRoot.def, eval_pow, eval_X]
        exact pow_ne_zero d hz)
    have h := key z
    rw [hX, hX] at h
    omega
  · have hX : ∀ d : ℕ, rootMultiplicity 0 ((X : ℂ[X]) ^ d) = d := fun d => by
      have h := rootMultiplicity_X_sub_C_pow (0 : ℂ) d
      rwa [C_0, sub_zero] at h
    have h := key 0
    rwa [hX, hX] at h
```

Closure matters here. Take $n = 2$, $m = 1$ and $N = 1$, with $U_0 = (1, 0)^T$ and $U_j = (0, 1)^T$ for all $j \ge 1$. These frames are orthonormal, but $U_1 \ne U_0$. The Wilson line is $W_{0,1} = U_0^\dagger U_1 = 0$, whereas $Q_{0,1} = P_0$ has the eigenvalue $1$. The nonzero spectra then disagree.

## Eigenvectors in both spaces

Equal multiplicities do not say how the eigenvectors are related. For this, let the frame at the base point be orthonormal and let $U_{a+N} = U_a$. The intertwining relation becomes $U_a W_{a,N} = Q_{a,N} U_a$. If $W_{a,N} v = z v$ with $v \ne 0$, then

$$Q_{a,N} (U_a v) = U_a W_{a,N} v = z\, (U_a v).$$

The vector $U_a v$ is nonzero, because $U_a^\dagger U_a v = v$. Here $z$ may be zero. Physically, $v$ lists the coefficients of a state in the band basis, and $U_a v$ is the same state in the orbital basis.

```lean
/-- An orthonormal frame carries each eigenvector of the Wilson loop to an eigenvector of the
projector loop with the same eigenvalue. -/
theorem eigenvector_lift (U : ℕ → Matrix n m ℂ) (a N : ℕ) (hc : U (a + N) = U a)
    (ho : (U a)ᴴ * U a = 1) (z : ℂ) (v : m → ℂ) (hv : v ≠ 0)
    (h : wilson U a N *ᵥ v = z • v) :
    U a *ᵥ v ≠ 0 ∧ projProd U a N *ᵥ (U a *ᵥ v) = z • (U a *ᵥ v) := by
  have hi := frame_intertwines U a N
  rw [hc] at hi
  constructor
  · intro h0
    apply hv
    rw [← Matrix.one_mulVec v, ← ho, ← Matrix.mulVec_mulVec, h0, Matrix.mulVec_zero]
  · rw [Matrix.mulVec_mulVec, ← hi, ← Matrix.mulVec_mulVec, h, Matrix.mulVec_smul]
```

In the other direction, let $Q_{a,N} x = z x$ with $x \ne 0$, $z \ne 0$ and $N \ge 1$. Because $Q_{a,N} = U_a Z$ and $U_a^\dagger U_a = 1$, we have $P_a Q_{a,N} = Q_{a,N}$. Hence

$$z P_a x = P_a Q_{a,N} x = Q_{a,N} x = z x,$$

and dividing by $z$ gives $P_a x = x$: the eigenvector lies in the band space at the base point. Its components $y = U_a^\dagger x$ satisfy $U_a y = x$, so $y \ne 0$, and

$$W_{a,N} y = U_a^\dagger U_a W_{a,N} y = U_a^\dagger Q_{a,N} U_a y = U_a^\dagger Q_{a,N} x = z y .$$

In the Lean proof, `e` is the relation $P_a Q_{a,N} = Q_{a,N}$, `hP` is $P_a x = x$, and the final `calc` block is the last chain of equalities. Both eigenvector theorems ask for closure and orthonormality only at the base point.

```lean
/-- If the frame at the base point is orthonormal, an eigenvector of the projector loop with nonzero
eigenvalue lies in the span of that frame, and its components there form an eigenvector of the
Wilson loop with the same eigenvalue. -/
theorem eigenvector_restrict (U : ℕ → Matrix n m ℂ) (a N : ℕ) (hN : 0 < N)
    (hc : U (a + N) = U a) (ho : (U a)ᴴ * U a = 1) (z : ℂ) (hz : z ≠ 0)
    (x : n → ℂ) (hx0 : x ≠ 0) (hx : projProd U a N *ᵥ x = z • x) :
    U a *ᵥ ((U a)ᴴ *ᵥ x) = x ∧ (U a)ᴴ *ᵥ x ≠ 0 ∧
      wilson U a N *ᵥ ((U a)ᴴ *ᵥ x) = z • ((U a)ᴴ *ᵥ x) := by
  have hi := frame_intertwines U a N
  rw [hc] at hi
  -- the first projector leaves the whole product unchanged
  have e : U a * (U a)ᴴ * projProd U a N = projProd U a N := by
    obtain ⟨k, rfl⟩ : ∃ k, N = k + 1 := ⟨N - 1, by omega⟩
    rw [projProd_factor, Matrix.mul_assoc, ← Matrix.mul_assoc (U a)ᴴ, ho, Matrix.one_mul]
  have hP : U a *ᵥ ((U a)ᴴ *ᵥ x) = x := by
    have h1 : (U a * (U a)ᴴ) *ᵥ (projProd U a N *ᵥ x) = projProd U a N *ᵥ x := by
      rw [Matrix.mulVec_mulVec, e]
    rw [hx, Matrix.mulVec_smul, ← Matrix.mulVec_mulVec] at h1
    ext i
    exact mul_left_cancel₀ hz (congrFun h1 i)
  refine ⟨hP, ?_, ?_⟩
  · intro h
    rw [h, Matrix.mulVec_zero] at hP
    exact hx0 hP.symm
  · calc wilson U a N *ᵥ ((U a)ᴴ *ᵥ x)
        = ((U a)ᴴ * (U a * wilson U a N)) *ᵥ ((U a)ᴴ *ᵥ x) := by
          rw [← Matrix.mul_assoc, ho, Matrix.one_mul]
      _ = (U a)ᴴ *ᵥ (projProd U a N *ᵥ (U a *ᵥ ((U a)ᴴ *ᵥ x))) := by
          rw [hi, ← Matrix.mulVec_mulVec, ← Matrix.mulVec_mulVec]
      _ = z • ((U a)ᴴ *ᵥ x) := by rw [hP, hx, Matrix.mulVec_smul]
```

## A two-point loop with Wilson loop 9/25

A single band in a two-level system gives a concrete case. Let the frame alternate between two real unit vectors,

$$U_j = \begin{pmatrix} 1 \\ 0 \end{pmatrix} \ (j \text{ even}), \qquad U_j = \begin{pmatrix} 3/5 \\ 4/5 \end{pmatrix} \ (j \text{ odd}).$$

```lean
/-- A single band in a two-level system, alternating between two non-orthogonal unit vectors. -/
def tiltFrame (j : ℕ) : Matrix (Fin 2) (Fin 1) ℂ :=
  if j % 2 = 0 then !![1; 0] else !![3 / 5; 4 / 5]
```

Both vectors have norm one, since $(3/5)^2 + (4/5)^2 = 1$, and the sequence has period two. Each link is the overlap $3/5$, so

$$W_{0,2} = \frac35 \cdot \frac35 = \frac{9}{25}.$$

The modulus is below one because neighbouring states do not span the same line; the phase is zero. The projector loop can be written out for comparison:

$$Q_{0,2} = P_0 P_1 = \begin{pmatrix} 9/25 & 12/25 \\ 0 & 0 \end{pmatrix},$$

with eigenvalues $9/25$ and $0$, the extra zero being the expected $n - m = 1$.

The theorem below establishes orthonormality and the value of the Wilson loop entry by entry, and periodicity from the parity of the index.

```lean
/-- The alternating frames are orthonormal and have period two, and their Wilson loop is the
number `9/25`. -/
theorem tiltFrame_witness :
    (∀ j, (tiltFrame j)ᴴ * tiltFrame j = 1) ∧ (∀ j, tiltFrame (j + 2) = tiltFrame j) ∧
      wilson tiltFrame 0 2 = !![9 / 25] := by
  -- the entries are real, so conjugation leaves them unchanged
  have c3 : (starRingEnd ℂ) 3 = 3 := Complex.conj_eq_iff_real.mpr ⟨3, by norm_num⟩
  have c4 : (starRingEnd ℂ) 4 = 4 := Complex.conj_eq_iff_real.mpr ⟨4, by norm_num⟩
  have c5 : (starRingEnd ℂ) 5 = 5 := Complex.conj_eq_iff_real.mpr ⟨5, by norm_num⟩
  refine ⟨fun j => ?_, fun j => ?_, ?_⟩
  · unfold tiltFrame
    split_ifs <;> ext i k <;> fin_cases i <;> fin_cases k <;>
      simp [Matrix.mul_apply, Fin.sum_univ_succ, c3, c4, c5]
    norm_num
  · simp [tiltFrame]
  · ext i k
    fin_cases i
    fin_cases k
    simp [wilson, link, tiltFrame, Matrix.mul_apply, Fin.sum_univ_succ, c3, c5]
    norm_num

end

end WilsonProjectorLoop
```

```lean
#print axioms WilsonProjectorLoop.charpoly_projector_loop
-- 'WilsonProjectorLoop.charpoly_projector_loop' depends on axioms: [propext, Classical.choice, Quot.sound]
#print axioms WilsonProjectorLoop.eigenvalue_multiplicities
-- 'WilsonProjectorLoop.eigenvalue_multiplicities' depends on axioms: [propext, Classical.choice, Quot.sound]
#print axioms WilsonProjectorLoop.eigenvector_lift
-- 'WilsonProjectorLoop.eigenvector_lift' depends on axioms: [propext, Classical.choice, Quot.sound]
#print axioms WilsonProjectorLoop.eigenvector_restrict
-- 'WilsonProjectorLoop.eigenvector_restrict' depends on axioms: [propext, Classical.choice, Quot.sound]
```
